# For k ≤ 2l+1 electrons of equal spin in a shell l, the greatest total M_L is k(2l+1−k)/2

An ion has two electrons in an otherwise empty d shell, with parallel spins as Hund's first rule prescribes. The second rule then selects the largest orbital angular momentum $L$ available. Both electrons would contribute most in the orbital $m=2$, but the Pauli principle allows only one of them there, so the other takes $m=1$ and the total is $3$. What is the corresponding number for $k$ electrons in a shell of angular momentum $l$?

Write $M_L$ for the sum of the occupied $m$ values, in units of $\hbar$. For $k\le 2l+1$ its greatest value is $k(2l+1-k)/2$. A term of orbital momentum $L$ contains states with $M_L=-L,\dots,L$, so the greatest $M_L$ at maximal spin projection is the greatest $L$ at maximal spin. That last step is standard angular momentum theory; the Lean theorems concern the sums $M_L$ alone. They contain no Hamiltonian, and so say which $L$ Hund's second rule selects, not that this term lies lowest in energy. In electronic structure this fixes the $L$ in the Hund ground term of an atom or ion with one open shell, within a single configuration and LS coupling.

## Filling from the top, and comparing with any other filling

Let $T_k=\{l,l-1,\dots,l-k+1\}$ be the $k$ highest values and $M(s)$ the sum over a set $s$. First,
$$2M(T_k)=k(2l+1-k).$$
Both sides vanish at $k=0$. The next electron enters $m=l-k$, and
$$k(2l+1-k)+2(l-k)=(k+1)(2l-k),$$
which is the formula for $k+1$.

Now let $s\neq T_k$ be another set of $k$ orbitals of the shell. Measure each $m$ from $c=l-k$, the first value below $T_k$. Members of $s$ outside $T_k$ have $m-c\le 0$, and members of $T_k$ have $m-c>0$. The two sets have equal size and differ, so $s$ misses at least one member of $T_k$. Hence
$$\sum_{m\in s}(m-c)\;\le\sum_{m\in s\cap T_k}(m-c)\;<\sum_{m\in T_k}(m-c).$$
Both outer sums contain $k$ terms. Cancelling $kc$ gives $M(s)<M(T_k)$.

## Orbitals drawn from a single shell

The condition `s ⊆ shell l` says that every electron has an integer $m$ with $-l\le m\le l$. There is one shell, and configurations are not mixed. `topFilling l k` is $T_k$, written as the half-open interval $(l-k,\,l]$ of integers.

```lean
import Mathlib

namespace HundOrbitalMomentum

/-- The magnetic quantum numbers `-l, ..., l` of a shell of angular momentum `l`. -/
noncomputable def shell (l : ℕ) : Finset ℤ := Finset.Icc (-(l : ℤ)) l

/-- The `k` consecutive integers `l, l - 1, ..., l - k + 1`, counted down from `l`. -/
noncomputable def topFilling (l k : ℕ) : Finset ℤ := Finset.Ioc ((l : ℤ) - k) l
```

By hand, the upper edge $m\le l$ is what puts every orbital outside $T_k$ at or below $c$. In the proof of `totalM_lt_topFilling` it appears as `hml`. Without that edge, a single electron could have arbitrarily large $m$, and there would be no greatest total for any $k\ge1$. The lower edge matters only in deciding whether $T_k$ fits into the shell.

## Equal spins, hence distinct orbitals

Electrons of equal spin cannot share an orbital. The code expresses this by describing a filling as a `Finset ℤ`, in which each $m$ occurs at most once, with `s.card = k` as the electron count. `IsHundL l k L` says that $L$ is attained by some such filling and exceeded by none. The closed formula is not part of this definition.

```lean
/-- The total magnetic quantum number of a set of singly occupied orbitals. -/
def totalM (s : Finset ℤ) : ℤ := ∑ m ∈ s, m

/-- `L` is the greatest total magnetic quantum number that `k` electrons of equal spin
can reach in the shell `l`, no two of them sharing an orbital. -/
def IsHundL (l k : ℕ) (L : ℤ) : Prop :=
  IsGreatest {M | ∃ s ⊆ shell l, s.card = k ∧ totalM s = M} L

/-- The set `topFilling l k` has `k` members. -/
theorem card_topFilling (l k : ℕ) : (topFilling l k).card = k := by
  simp [topFilling, Int.card_Ioc]

/-- Twice the sum of the `k` integers counted down from `l` is `k (2l + 1 - k)`. -/
theorem two_mul_totalM_topFilling (l k : ℕ) :
    2 * totalM (topFilling l k) = (k : ℤ) * (2 * l + 1 - k) := by
  induction k with
  | zero => simp [totalM, topFilling]
  | succ k ih =>
    -- the next integer, counting down, is `l - k`
    have h : topFilling l (k + 1) = insert ((l : ℤ) - k) (topFilling l k) := by
      ext m
      simp only [topFilling, Finset.mem_insert, Finset.mem_Ioc]
      push_cast
      omega
    have hn : (l : ℤ) - k ∉ topFilling l k := by simp [topFilling]
    unfold totalM at *
    rw [h, Finset.sum_insert hn, mul_add, ih]
    push_cast
    ring
```

The derivation uses the equal count twice: to find a member of $T_k$ missing from $s$, and to cancel $kc$. For this the proof needs `card_topFilling`, which confirms that $T_k$ has $k$ members. `two_mul_totalM_topFilling` is the induction above: `h` adds the orbital $l-k$ to the set, `hn` says that it was not already occupied, and `ring` checks the algebra.

If orbitals could be shared freely, all $k$ electrons would sit at $m=l$ and the total would be $kl$, larger by $k(k-1)/2$. Two d electrons of opposite spin do reach $M_L=4$ in this way, against $3$ for parallel spins. The formula therefore belongs to maximal spin, and Hund's first rule has to be applied before the second.

## A filling that differs from the top one

The hypothesis `s ≠ topFilling l k` makes the inequality strict. Physically, the maximal $M_L$ at full spin alignment belongs to exactly one occupation of the orbitals.

```lean
/-- Every filling of the shell by `k` electrons of equal spin, other than the top one,
has a strictly smaller total magnetic quantum number than the top one. -/
theorem totalM_lt_topFilling {l k : ℕ} {s : Finset ℤ} (hs : s ⊆ shell l)
    (hc : s.card = k) (hne : s ≠ topFilling l k) :
    totalM s < totalM (topFilling l k) := by
  have hT := card_topFilling l k
  have hnot : ¬ topFilling l k ⊆ s := fun h =>
    hne (Finset.eq_of_subset_of_card_le h (by omega)).symm
  obtain ⟨a, haT, has⟩ := Finset.not_subset.mp hnot
  have hpos : ∀ m ∈ topFilling l k, 0 < m - ((l : ℤ) - k) := by
    intro m hm
    have := (Finset.mem_Ioc.mp hm).1
    omega
  -- orbitals outside the top set contribute at most zero, measured from `l - k`
  have h1 : ∑ m ∈ s \ (s ∩ topFilling l k), (m - ((l : ℤ) - k)) ≤ 0 := by
    apply Finset.sum_nonpos
    intro m hm
    obtain ⟨hms, hmT⟩ := Finset.mem_sdiff.mp hm
    have hml := (Finset.mem_Icc.mp (hs hms)).2
    by_contra hcon
    exact hmT (Finset.mem_inter.mpr ⟨hms, Finset.mem_Ioc.mpr ⟨by omega, hml⟩⟩)
  have h2 := Finset.sum_sdiff (f := fun m : ℤ => m - ((l : ℤ) - k))
    (Finset.inter_subset_left : s ∩ topFilling l k ⊆ s)
  -- the missing top orbital `a` would have contributed a positive amount
  have h3 : ∑ m ∈ s ∩ topFilling l k, (m - ((l : ℤ) - k))
      < ∑ m ∈ topFilling l k, (m - ((l : ℤ) - k)) :=
    Finset.sum_lt_sum_of_subset Finset.inter_subset_right haT
      (fun h => has (Finset.mem_inter.mp h).1) (hpos a haT)
      (fun m hm _ => (hpos m hm).le)
  have h4 : ∑ m ∈ s, (m - ((l : ℤ) - k))
      < ∑ m ∈ topFilling l k, (m - ((l : ℤ) - k)) := by linarith
  simp only [Finset.sum_sub_distrib, Finset.sum_const, hc, hT] at h4
  unfold totalM
  linarith
```

In the proof, `hnot` and the line after it produce the missing top orbital `a`. The bound `h1` handles the orbitals outside $T_k$, `h2` splits the sum over $s$, and `h3` is the strict step, in which `a` would have contributed a positive amount. The last lines cancel $kc$. If the hypothesis is removed, $s$ may be $T_k$ itself and only $\le$ survives.

## No more electrons than orbitals

The condition $k\le 2l+1$ says that the electrons fit into the shell with parallel spins. By hand it guarantees that the lowest member of $T_k$ satisfies $l-k+1\ge -l$, so that the top filling is a genuine filling. The `omega` in `isHundL_topFilling` does the same. The rest of that proof separates the case $s=T_k$ from the strict inequality.

```lean
/-- For `k ≤ 2l + 1` the greatest total magnetic quantum number is attained by
occupying the `k` highest orbitals. -/
theorem isHundL_topFilling {l k : ℕ} (hk : k ≤ 2 * l + 1) :
    IsHundL l k (totalM (topFilling l k)) := by
  refine ⟨⟨topFilling l k, ?_, card_topFilling l k, rfl⟩, ?_⟩
  · intro m hm
    have h := Finset.mem_Ioc.mp hm
    exact Finset.mem_Icc.mpr ⟨by omega, h.2⟩
  · rintro _ ⟨s, hs, hc, rfl⟩
    by_cases h : s = topFilling l k
    · exact (congrArg totalM h).le
    · exact (totalM_lt_topFilling hs hc h).le
```

`isHundL_iff` then states the formula: an integer $L$ is the greatest total exactly when it equals $k(2l+1-k)/2$. The equation is written in the rationals, so the division by two is never rounded. One direction uses the uniqueness of a greatest element, and the other identifies $L$ with $M(T_k)$.

```lean
/-- For `k ≤ 2l + 1` electrons of equal spin, an integer `L` is the greatest total magnetic quantum
number exactly when it equals `k (2l + 1 - k) / 2`. -/
theorem isHundL_iff {l k : ℕ} (hk : k ≤ 2 * l + 1) (L : ℤ) :
    IsHundL l k L ↔ (L : ℚ) = (k : ℚ) * (2 * l + 1 - k) / 2 := by
  have h2 := congrArg (Int.cast : ℤ → ℚ) (two_mul_totalM_topFilling l k)
  push_cast at h2
  constructor
  · intro h
    rw [IsGreatest.unique h (isHundL_topFilling hk)]
    linarith
  · intro h
    have hq : (L : ℚ) = (totalM (topFilling l k) : ℚ) := by linarith
    have hL : L = totalM (topFilling l k) := by exact_mod_cast hq
    rw [hL]
    exact isHundL_topFilling hk
```

With too many electrons there is no filling at all, hence no greatest total, yet the formula still returns a number: four equal-spin electrons in a p shell would be assigned $-2$. The equivalence fails there.

Two consequences follow from the product form. Replacing $k$ by $2l+1-k$ exchanges the two factors, so $k$ electrons and $k$ holes give the same $L$. The holes are counted from the half-filled shell, not from the closed one: two and three d electrons of equal spin both give $L=3$. Here the hypothesis also ensures that the natural-number subtraction `2 * l + 1 - k` is the true number of electrons when $k$ orbitals are left empty; this is the fact `e` in the proof.

```lean
/-- Electron-hole symmetry: for `k ≤ 2l + 1`, filling `k` orbitals and leaving `k`
orbitals empty give the same greatest total magnetic quantum number. -/
theorem isHundL_hole {l k : ℕ} (hk : k ≤ 2 * l + 1) (L : ℤ) :
    IsHundL l (2 * l + 1 - k) L ↔ IsHundL l k L := by
  have e : ((2 * l + 1 - k : ℕ) : ℚ) = 2 * l + 1 - k := by
    rw [Nat.cast_sub hk]
    norm_num
  rw [isHundL_iff (Nat.sub_le _ _), isHundL_iff hk, e]
  constructor <;> intro h <;> rw [h] <;> ring
```

A product vanishes only when one of its factors does, so for $k\le 2l+1$ electrons of equal spin $L=0$ occurs exactly for the empty shell and for the half-filled one, where each orbital holds one electron. For an s shell, $l=0$, these are the only cases, $k=0$ and $k=1$.

```lean
/-- For `k ≤ 2l + 1` electrons of equal spin, the greatest total magnetic quantum number
is zero exactly when there are no electrons or every orbital is singly occupied. -/
theorem isHundL_zero_iff {l k : ℕ} (hk : k ≤ 2 * l + 1) :
    IsHundL l k 0 ↔ k = 0 ∨ k = 2 * l + 1 := by
  rw [isHundL_iff hk]
  constructor
  · intro h
    have h0 : (k : ℚ) * (2 * l + 1 - k) = 0 := by
      push_cast at h
      linarith
    rcases mul_eq_zero.mp h0 with h1 | h1
    · left
      exact_mod_cast h1
    · right
      have h3 : (k : ℚ) = 2 * l + 1 := by linarith
      exact_mod_cast h3
  · rintro (rfl | rfl)
    · simp
    · push_cast
      ring
```

In this last theorem the bound on $k$ serves the proof, which goes through `isHundL_iff`. For larger $k$ both sides of the equivalence are simply false.

## Every spin-up orbital occupied

Beyond half filling, maximal spin means $2l+1$ electrons of spin up and $k$ of spin down. A filling is now a pair of sets, `u` and `d`, each within the shell. The same orbital may occur in both, since the spins differ. The hypothesis `u.card = 2 * l + 1` forces $u$ to be the whole shell, whose total is
$$M(u)=\tfrac12(2l+1)\bigl(2l+1-(2l+1)\bigr)=0.$$
Therefore $M(u)+M(d)=M(d)$, and maximising over pairs is the same as maximising over $d$ alone.

```lean
/-- Beyond half filling: with `2l + 1` electrons of spin up and `k` of spin down, the
greatest total magnetic quantum number is that of the `k` spin-down electrons alone. -/
theorem isGreatest_beyond_half (l k : ℕ) (L : ℤ) :
    IsGreatest {M | ∃ u ⊆ shell l, ∃ d ⊆ shell l,
      u.card = 2 * l + 1 ∧ d.card = k ∧ totalM u + totalM d = M} L ↔ IsHundL l k L := by
  have e : shell l = topFilling l (2 * l + 1) := by
    ext m
    simp only [shell, topFilling, Finset.mem_Icc, Finset.mem_Ioc]
    push_cast
    omega
  have hcard : (shell l).card = 2 * l + 1 := by rw [e, card_topFilling]
  -- the magnetic quantum numbers of the whole shell sum to zero
  have hzero : totalM (shell l) = 0 := by
    have h := two_mul_totalM_topFilling l (2 * l + 1)
    rw [← e] at h
    push_cast at h
    linarith
  have hset : {M | ∃ u ⊆ shell l, ∃ d ⊆ shell l,
      u.card = 2 * l + 1 ∧ d.card = k ∧ totalM u + totalM d = M}
      = {M | ∃ s ⊆ shell l, s.card = k ∧ totalM s = M} := by
    ext M
    constructor
    · rintro ⟨u, hu, d, hd, hcu, hcd, rfl⟩
      have hfull : u = shell l := Finset.eq_of_subset_of_card_le hu (by omega)
      exact ⟨d, hd, hcd, by rw [hfull, hzero, zero_add]⟩
    · rintro ⟨d, hd, hcd, rfl⟩
      exact ⟨shell l, Finset.Subset.refl _, d, hd, hcard, hcd, by rw [hzero, zero_add]⟩
  unfold IsHundL
  rw [hset]

end HundOrbitalMomentum
```

The proof follows these lines: `e` recognises the shell as its own top filling, `hzero` gives the vanishing total, and `hset` shows that both problems have the same set of attainable totals. No bound on $k$ is needed, because for $k>2l+1$ neither side has a greatest element. For $k\le 2l+1$, `isHundL_iff` supplies the value.

Without the full set of spin-up orbitals the answer changes. Six d electrons at maximal spin have $k=1$ and $L=2$. Divided three and three between the spins, they can occupy $m=2,1,0$ twice over and reach $M_L=6$.

```lean
#print axioms HundOrbitalMomentum.totalM_lt_topFilling
#print axioms HundOrbitalMomentum.isHundL_hole
#print axioms HundOrbitalMomentum.isHundL_zero_iff
#print axioms HundOrbitalMomentum.isGreatest_beyond_half
```

```
'HundOrbitalMomentum.totalM_lt_topFilling' depends on axioms: [propext, Classical.choice, Quot.sound]
'HundOrbitalMomentum.isHundL_hole' depends on axioms: [propext, Classical.choice, Quot.sound]
'HundOrbitalMomentum.isHundL_zero_iff' depends on axioms: [propext, Classical.choice, Quot.sound]
'HundOrbitalMomentum.isGreatest_beyond_half' depends on axioms: [propext, Classical.choice, Quot.sound]
```
